# Equal band energies at k and −k for a real local potential in an inversion-closed plane-wave basis

When a band-structure code sums a function of the band energies over a k-point mesh, it can diagonalise at only one member of each pair k, −k and double that point's weight, provided that E_n(−k) = E_n(k). This equality is derived here for non-interacting electrons in a real local potential, with one finite plane-wave set S = −S used at both points.

In Lean 4 with Mathlib:

```lean
import Mathlib

open Matrix
open scoped ComplexConjugate Classical

namespace PlaneWaveTimeReversal

noncomputable section
```

These lines load the Mathlib library and shorten some names.

```lean
/-- Wave vectors in `d` dimensions. -/
abbrev WaveVector (d : ℕ) := EuclideanSpace ℝ (Fin d)
```

A wave vector is a point of ℝ^d with the usual inner product and norm.

```lean
variable {d : ℕ} {V : WaveVector d → ℂ} {S : Finset (WaveVector d)}

/-- The plane-wave Hamiltonian at Bloch vector `k` in the basis `S`: kinetic energy
`|k + G|² / 2` on the diagonal plus the Fourier coefficients `V (G - G')`. -/
def hamiltonian (V : WaveVector d → ℂ) (S : Finset (WaveVector d)) (k : WaveVector d) :
    Matrix S S ℂ :=
  Matrix.of fun G G' =>
    (if G = G' then ((‖k + (G : WaveVector d)‖ ^ 2 / 2 : ℝ) : ℂ) else 0)
      + V ((G : WaveVector d) - (G' : WaveVector d))
```

`Matrix S S ℂ` is a complex matrix with rows and columns labelled by the vectors in S:

H(k)_(G,G') = ½|k+G|² δ_(G,G') + V(G−G')

The units are ħ = m = 1. The vectors need not lie on a lattice. There is no spin, magnetic field or nonlocal pseudopotential.

```lean
/-- The permutation `G ↦ -G` of a plane-wave basis that is closed under inversion. -/
def inversion (S : Finset (WaveVector d)) (hS : ∀ G ∈ S, -G ∈ S) : Equiv.Perm S where
  toFun G := ⟨-(G : WaveVector d), hS G G.2⟩
  invFun G := ⟨-(G : WaveVector d), hS G G.2⟩
  left_inv G := Subtype.ext (neg_neg (G : WaveVector d))
  right_inv G := Subtype.ext (neg_neg (G : WaveVector d))
```

The hypothesis `hS` says that −G is in S whenever G is. Inversion is then a permutation of S, and is its own inverse.

```lean
/-- Time reversal of plane-wave coefficients: `c(G)` becomes the conjugate of `c(-G)`. -/
def timeReverse (hS : ∀ G ∈ S, -G ∈ S) (c : S → ℂ) : S → ℂ :=
  fun G => conj (c (inversion S hS G))
```

This is complex conjugation of the Bloch wave. Conjugating Σ c(G) exp(i(k+G)·r) gives a wave at −k with coefficients conj c(−G).

## From k to −k by transposing

```lean
/-- `H(-k)` is the transpose of `H(k)` with rows and columns both relabelled by `G ↦ -G`. -/
theorem hamiltonian_neg (hS : ∀ G ∈ S, -G ∈ S) (k : WaveVector d) :
    hamiltonian V S (-k) =
      (hamiltonian V S k)ᵀ.submatrix (inversion S hS) (inversion S hS) := by
  ext G G'
  -- the potential depends only on the difference of the two wave vectors
  have hv : (inversion S hS G' : WaveVector d) - (inversion S hS G : WaveVector d)
      = (G : WaveVector d) - (G' : WaveVector d) := by
    change -(G' : WaveVector d) - -(G : WaveVector d) = _
    abel
  simp only [hamiltonian, Matrix.submatrix_apply, Matrix.transpose_apply, Matrix.of_apply, hv,
    (inversion S hS).injective.eq_iff]
  by_cases h : G = G'
  · subst h
    -- the kinetic energy is even under a joint sign change of `k` and `G`
    have hn : ‖-k + (G : WaveVector d)‖ = ‖k + (inversion S hS G : WaveVector d)‖ := by
      change _ = ‖k + -(G : WaveVector d)‖
      rw [← norm_neg (-k + (G : WaveVector d))]
      congr 1
      abel
    simp only [↓reduceIte, hn]
  · rw [if_neg h, if_neg (Ne.symm h)]
```

Here `ᵀ` is the transpose and `submatrix` relabels rows and columns. Entry by entry, the claim is

H(−k)_(G,G') = H(k)_(−G',−G)

The potential terms agree because −G' − (−G) = G − G' (`hv`). The kinetic terms vanish unless G = G', and then |−k+G| = |k−G| (`hn`). `by_cases` separates the two cases. V is arbitrary here, even complex in real space.

```lean
/-- In a basis closed under inversion, `H(-k)` and `H(k)` have the same characteristic
polynomial. -/
theorem charpoly_neg (hS : ∀ G ∈ S, -G ∈ S) (k : WaveVector d) :
    (hamiltonian V S (-k)).charpoly = (hamiltonian V S k).charpoly := by
  -- relabelling the basis is a reindexing, which preserves the characteristic polynomial
  have hr : (hamiltonian V S k)ᵀ.submatrix (inversion S hS) (inversion S hS)
      = Matrix.reindex (inversion S hS).symm (inversion S hS).symm (hamiltonian V S k)ᵀ := by
    rw [Matrix.reindex_apply, Equiv.symm_symm]
  rw [hamiltonian_neg hS, hr, Matrix.charpoly_reindex, Matrix.charpoly_transpose]
```

With P the permutation matrix of inversion, H(−k) = P H(k)ᵀ P⁻¹, so

det(x − H(−k)) = det(x − H(k)ᵀ) = det(x − H(k))

The final `rw` applies these equalities in turn.

## Ordered energies for a real potential

```lean
/-- If `V(-G)` is the conjugate of `V(G)`, the plane-wave Hamiltonian is Hermitian. -/
theorem hamiltonian_isHermitian (hV : ∀ G, V (-G) = conj (V G)) (k : WaveVector d) :
    (hamiltonian V S k).IsHermitian := by
  refine Matrix.IsHermitian.ext fun G G' => ?_
  have hv : conj (V ((G' : WaveVector d) - (G : WaveVector d)))
      = V ((G : WaveVector d) - (G' : WaveVector d)) := by
    rw [← hV, neg_sub]
  simp only [hamiltonian, Matrix.of_apply]
  rw [← starRingEnd_apply, map_add, hv]
  congr 1
  by_cases h : G = G'
  · subst h
    simp only [↓reduceIte, Complex.conj_ofReal]
  · rw [if_neg h, if_neg (Ne.symm h), map_zero]
```

The hypothesis `hV`, V(−G) = conj V(G), is the Fourier form of a real potential. It gives

conj H(k)_(G',G) = ½|k+G|² δ_(G,G') + conj V(G'−G) = H(k)_(G,G')

```lean
/-- The band energy `E_n(k)`: the eigenvalues of `H(k)`, counted with multiplicity and
numbered from the lowest, starting at `n = 0`. -/
def bandEnergy (S : Finset (WaveVector d)) (hV : ∀ G, V (-G) = conj (V G))
    (k : WaveVector d) (n : Fin (Fintype.card S)) : ℝ :=
  (hamiltonian_isHermitian (S := S) hV k).eigenvalues₀ n.rev
```

Hermiticity makes the eigenvalues real. Mathlib lists them in decreasing order; `n.rev` reverses the list, so n = 0 is the lowest band. Degenerate levels are repeated.

```lean
/-- The band energies at fixed `k` increase weakly with the band index. -/
theorem bandEnergy_monotone (hV : ∀ G, V (-G) = conj (V G)) (k : WaveVector d) :
    Monotone (bandEnergy S hV k) := fun _ _ hab =>
  (hamiltonian_isHermitian (S := S) hV k).eigenvalues₀_antitone (Fin.rev_le_rev.2 hab)
```

This confirms the ordering: E_m(k) ≤ E_n(k) whenever m ≤ n.

```lean
/-- Time-reversal symmetry of the bands: for a real potential and a basis closed under
inversion, `E_n(-k) = E_n(k)` for every band `n`. -/
theorem bandEnergy_neg (hS : ∀ G ∈ S, -G ∈ S) (hV : ∀ G, V (-G) = conj (V G))
    (k : WaveVector d) (n : Fin (Fintype.card S)) :
    bandEnergy S hV (-k) n = bandEnergy S hV k n := by
  -- equal characteristic polynomials give equal ordered eigenvalues
  have h := (Matrix.IsHermitian.eigenvalues_eq_eigenvalues_iff
    (hamiltonian_isHermitian (S := S) hV (-k))
    (hamiltonian_isHermitian (S := S) hV k)).2 (charpoly_neg hS k)
  have hn := congrFun h (Fintype.equivOfCardEq (Fintype.card_fin _) n.rev)
  simpa [Matrix.IsHermitian.eigenvalues, bandEnergy] using hn
```

The roots of the characteristic polynomial, with multiplicity, are the band energies. Equal polynomials therefore give equal sorted lists (`h`), and `congrFun` compares them at one position.

```lean
/-- Time reversal carries a solution of the Bloch eigenvalue equation at `k` with energy `E`
to a solution at `-k` with the same energy. -/
theorem timeReverse_eigenvector (hS : ∀ G ∈ S, -G ∈ S) (hV : ∀ G, V (-G) = conj (V G))
    (k : WaveVector d) (c : S → ℂ) (E : ℝ) (h : hamiltonian V S k *ᵥ c = (E : ℂ) • c) :
    hamiltonian V S (-k) *ᵥ timeReverse hS c = (E : ℂ) • timeReverse hS c := by
  ext G
  have entry : ∀ G', hamiltonian V S (-k) G G'
      = conj (hamiltonian V S k (inversion S hS G) (inversion S hS G')) := by
    intro G'
    rw [hamiltonian_neg hS]
    exact ((hamiltonian_isHermitian hV k).apply _ _).symm
  calc (hamiltonian V S (-k) *ᵥ timeReverse hS c) G
      = ∑ G', conj (hamiltonian V S k (inversion S hS G) (inversion S hS G')
          * c (inversion S hS G')) := by
        simp only [Matrix.mulVec, dotProduct, timeReverse, entry, map_mul]
    _ = ∑ G', conj (hamiltonian V S k (inversion S hS G) G' * c G') :=
        Equiv.sum_comp (inversion S hS)
          (fun G' => conj (hamiltonian V S k (inversion S hS G) G' * c G'))
    _ = conj ((hamiltonian V S k *ᵥ c) (inversion S hS G)) := by
        simp only [Matrix.mulVec, dotProduct, map_sum]
    _ = ((E : ℂ) • timeReverse hS c) G := by
        rw [h]
        simp [timeReverse]
```

`*ᵥ` is matrix times vector. Hermiticity turns the transpose relation into H(−k)_(G,G') = conj H(k)_(−G,−G') (`entry`). If H(k)c = Ec, then

Σ_G' H(−k)_(G,G') conj c(−G')
= conj Σ_G' H(k)_(−G,−G') c(−G')
= conj Σ_G' H(k)_(−G,G') c(G')
= E conj c(−G)

The middle step reorders the sum (`Equiv.sum_comp`). A code can use this to rebuild the states at −k without a second diagonalisation.

## What the basis must satisfy

```lean
/-- For any finite basis, the traces of `H(k)` and `H(-k)` differ by twice the inner product
of `k` with the sum of the basis wave vectors. -/
theorem trace_sub_trace_neg (V : WaveVector d → ℂ) (S : Finset (WaveVector d))
    (k : WaveVector d) :
    (hamiltonian V S k).trace - (hamiltonian V S (-k)).trace
      = ((2 * inner ℝ k (∑ G ∈ S, G) : ℝ) : ℂ) := by
  have hd : ∀ G : S, hamiltonian V S k G G - hamiltonian V S (-k) G G
      = ((2 * inner ℝ k (G : WaveVector d) : ℝ) : ℂ) := by
    intro G
    have e : ‖k + (G : WaveVector d)‖ ^ 2 / 2 - ‖-k + (G : WaveVector d)‖ ^ 2 / 2
        = 2 * inner ℝ k (G : WaveVector d) := by
      rw [norm_add_sq_real, norm_add_sq_real, inner_neg_left, norm_neg]
      ring
    simp only [hamiltonian, Matrix.of_apply, ↓reduceIte]
    rw [← e]
    push_cast
    ring
  rw [Matrix.trace, Matrix.trace, ← Finset.sum_sub_distrib]
  simp only [Matrix.diag_apply, hd]
  rw [inner_sum, Finset.mul_sum,
    ← Finset.sum_coe_sort S (fun G => 2 * inner ℝ k G), Complex.ofReal_sum]
```

For any finite S, the V(0) terms cancel in the difference of traces, and each G contributes

½|k+G|² − ½|−k+G|² = 2 k·G

Summing over S gives 2 k·ΣG.

```lean
/-- If `H(-k)` and `H(k)` have the same characteristic polynomial for every `k`, the wave
vectors of the basis sum to zero. -/
theorem sum_eq_zero_of_charpoly_neg
    (h : ∀ k, (hamiltonian V S (-k)).charpoly = (hamiltonian V S k).charpoly) :
    ∑ G ∈ S, G = 0 := by
  -- test the trace identity at `k` equal to the sum itself
  have ht := trace_sub_trace_neg V S (∑ G ∈ S, G)
  rw [Matrix.trace_eq_sum_roots_charpoly, Matrix.trace_eq_sum_roots_charpoly, h,
    sub_self] at ht
  have h0 : 2 * inner ℝ (∑ G ∈ S, G) (∑ G ∈ S, G) = (0 : ℝ) := by
    exact_mod_cast ht.symm
  exact (inner_self_eq_zero (𝕜 := ℝ)).1 (by linarith)
```

If the characteristic polynomials agree for every k, so do the traces, which are sums of their roots. Choosing k = Q, where Q = ΣG, gives 0 = 2|Q|², hence Q = 0. This is a necessary condition on S; the theorem does not say that it suffices.

```lean
/-- The basis `{-g, 0, g}` is closed under inversion, and the coefficients
`V(G) = exp(i a·G)` satisfy `V(-G) = conj V(G)`. -/
theorem hypotheses_witness (a g : WaveVector d) :
    (∀ G ∈ ({-g, 0, g} : Finset (WaveVector d)), -G ∈ ({-g, 0, g} : Finset (WaveVector d))) ∧
    (∀ G : WaveVector d, Complex.exp (((inner ℝ a (-G) : ℝ) : ℂ) * Complex.I)
      = conj (Complex.exp (((inner ℝ a G : ℝ) : ℂ) * Complex.I))) := by
  constructor
  · intro G hG
    simp only [Finset.mem_insert, Finset.mem_singleton] at hG ⊢
    rcases hG with rfl | rfl | rfl
    · exact Or.inr (Or.inr (neg_neg g))
    · exact Or.inr (Or.inl neg_zero)
    · exact Or.inl rfl
  · intro G
    rw [← Complex.exp_conj, map_mul, Complex.conj_ofReal, Complex.conj_I, inner_neg_right]
    congr 1
    push_cast
    ring

end

end PlaneWaveTimeReversal
```

The set {−g, 0, g} and the phases V(G) = exp(i a·G) satisfy the two hypotheses. For g ≠ 0 the basis has three waves.

```lean
#print axioms PlaneWaveTimeReversal.bandEnergy_monotone
#print axioms PlaneWaveTimeReversal.bandEnergy_neg
#print axioms PlaneWaveTimeReversal.timeReverse_eigenvector
#print axioms PlaneWaveTimeReversal.sum_eq_zero_of_charpoly_neg
```

```
'PlaneWaveTimeReversal.bandEnergy_monotone' depends on axioms: [propext, Classical.choice, Quot.sound]
'PlaneWaveTimeReversal.bandEnergy_neg' depends on axioms: [propext, Classical.choice, Quot.sound]
'PlaneWaveTimeReversal.timeReverse_eigenvector' depends on axioms: [propext, Classical.choice, Quot.sound]
'PlaneWaveTimeReversal.sum_eq_zero_of_charpoly_neg' depends on axioms: [propext, Classical.choice, Quot.sound]
```

## Two plane waves in one dimension

Take S = {−1, 1}, k = ½, V(0) = 0, V(2) = 3i/8 and V(−2) = −3i/8. The diagonal of H(½) is (1/8, 9/8), and that of H(−½) is (9/8, 1/8). Both matrices have

E = 5/8 ± √((1/2)² + (3/8)²) = 5/8 ± 5/8

so the energies are 0 and 5/4 at both points. With S = {0, 1} instead, the traces are 5/4 and 1/4, and the symmetry is lost.

In a mesh sum, a point equivalent to its own negative, such as k = 0, keeps its single weight. Many codes select plane waves by ½|k+G|² ≤ E_cut, so the set changes with k, whereas the theorems fix S. With such a cutoff, the set at −k consists of the vectors −G with G in the set at k. The entrywise identity H(−k)_(G,G') = H(k)_(−G',−G) still holds by the same calculation, so the energies at k and −k again agree.
